# Real frequencies and orthogonal modes of Kz = wNz for positive definite K and Hermitian N

Let $K$ and $N$ be square complex matrices of the same finite size, and let $z$ be a complex column vector. A dagger means conjugate transpose, so $x^\dagger M y=\sum_{ij}\overline{x_i}\,M_{ij}\,y_j$, and a bar means complex conjugation entry by entry. In response theory $K$ is the electronic Hessian, $N$ is the metric of the excitation operators, and $w$ is an excitation frequency.

```lean
import Mathlib

open Matrix
open scoped ComplexOrder

namespace ExtendedRPA

variable {n : Type*} [Fintype n]
```

The index type `n` labels the components of a vector, and `Fintype n` makes it finite. Opening `ComplexOrder` fixes what an inequality between complex numbers means: $0<a$ says that $a$ has zero imaginary part and positive real part.

```lean
/-- The sesquilinear form `x† M y` of a matrix `M`. -/
def form (M : Matrix n n ℂ) (x y : n → ℂ) : ℂ := star x ⬝ᵥ (M *ᵥ y)
```

`form M x y` is the number $x^\dagger M y$, conjugate-linear in $x$ and linear in $y$. In the code `*ᵥ` multiplies a matrix by a vector, `⬝ᵥ` is the dot product without conjugation, and `star x` supplies the conjugation.

```lean
/-- A mode of the response problem: a nonzero vector `z` with `K z = w N z`. -/
def IsMode (K N : Matrix n n ℂ) (w : ℂ) (z : n → ℂ) : Prop :=
  z ≠ 0 ∧ K *ᵥ z = w • (N *ᵥ z)
```

`IsMode K N w z` says that $z\neq0$ and $Kz=wNz$. The frequency has type `ℂ`, so its reality is not built in. Nothing is normalised, and $N$ need not be invertible or positive.

## Two identities for the form

```lean
/-- For a Hermitian matrix, exchanging the two vectors conjugates the form. -/
theorem form_conj {M : Matrix n n ℂ} (hM : M.IsHermitian) (x y : n → ℂ) :
    star (form M x y) = form M y x := by
  unfold form
  rw [Matrix.star_dotProduct y (M *ᵥ x), Matrix.star_mulVec, hM.eq,
    Matrix.dotProduct_mulVec]
```

A Lean theorem lists its hypotheses before the colon and its claim after it; the proof follows `:= by`. Here `hM` is the hypothesis $M^\dagger=M$, and the claim is

$$\overline{x^\dagger M y}=y^\dagger M^\dagger x=y^\dagger M x .$$

The tactic `rw` replaces one side of a known equation by the other, and the listed equations carry out these two steps. Setting $x=y$ shows that $x^\dagger Mx$ is real.

```lean
/-- The response equation projected on an arbitrary vector `x`. -/
theorem IsMode.form_eq {K N : Matrix n n ℂ} {w : ℂ} {z : n → ℂ}
    (h : IsMode K N w z) (x : n → ℂ) : form K x z = w * form N x z := by
  unfold form
  rw [h.2, dotProduct_smul, smul_eq_mul]
```

Multiplying $Kz=wNz$ from the left by $x^\dagger$ gives $x^\dagger Kz=w\,x^\dagger Nz$ for every $x$. In the proof, `h.2` is the second half of `IsMode`, the equation itself.

## Real frequencies with a definite sign

```lean
/-- For positive definite `K` and Hermitian `N`, the frequency `w` of a mode `z` is real
and nonzero, and `w ⟨z, N z⟩` is positive. -/
theorem frequency_real_and_signed {K N : Matrix n n ℂ} (hK : K.PosDef)
    (hN : N.IsHermitian) {w : ℂ} {z : n → ℂ} (h : IsMode K N w z) :
    w.im = 0 ∧ w ≠ 0 ∧ 0 < w * form N z z := by
  have hp : 0 < form K z z := hK.dotProduct_mulVec_pos h.1
  have hKN := h.form_eq z
  rw [hKN] at hp
  have hn : form N z z ≠ 0 := right_ne_zero_of_mul hp.ne'
  -- both quadratic forms are real, hence so is their ratio
  have e := form_conj hK.isHermitian z z
  rw [hKN, star_mul', form_conj hN] at e
  exact ⟨Complex.conj_eq_iff_im.mp (mul_right_cancel₀ hn e),
    left_ne_zero_of_mul hp.ne', hp⟩
```

The hypothesis `K.PosDef` says that $K$ is Hermitian and that $x^\dagger Kx>0$ for all $x\neq0$. Physically, the reference state is stable: every small variation that the Hessian describes raises the energy to second order.

Write $\nu=z^\dagger Nz$. Projecting the equation on $z$ gives

$$0<z^\dagger Kz=w\nu ,$$

so neither $w$ nor $\nu$ vanishes, and the third claim is already there. Since $K$ and $N$ are Hermitian, $z^\dagger Kz$ and $\nu$ are real. Conjugating $z^\dagger Kz=w\nu$ therefore yields $\overline w\,\nu=w\nu$, and dividing by $\nu\neq0$ gives $\overline w=w$.

The proof follows the same order: `hp` is the inequality, `hn` is $\nu\neq0$, `e` becomes the conjugated equation, and `mul_right_cancel₀` divides by $\nu$. The sign of the frequency is thus the sign of the $N$-norm $\nu$.

```lean
/-- For positive definite `K` and Hermitian `N`, modes with distinct frequencies are orthogonal with
respect to both `N` and `K`. -/
theorem modes_orthogonal {K N : Matrix n n ℂ} (hK : K.PosDef) (hN : N.IsHermitian)
    {w v : ℂ} {x y : n → ℂ} (hx : IsMode K N w x) (hy : IsMode K N v y) (hwv : w ≠ v) :
    form N x y = 0 ∧ form K x y = 0 := by
  have hw : star w = w :=
    Complex.conj_eq_iff_im.mpr (frequency_real_and_signed hK hN hx).1
  -- evaluate `x† K y` from the left mode and from the right mode
  have e := form_conj hK.isHermitian y x
  rw [hx.form_eq y, hy.form_eq x, star_mul', form_conj hN, hw] at e
  have h0 : form N x y = 0 := by
    by_contra hne
    exact hwv (mul_right_cancel₀ hne e)
  exact ⟨h0, by rw [hy.form_eq x, h0, mul_zero]⟩
```

Let $Kx=wNx$ and $Ky=vNy$ with $w\neq v$. The number $x^\dagger Ky$ can be evaluated from either mode:

$$x^\dagger Ky=v\,x^\dagger Ny,\qquad
x^\dagger Ky=\overline{y^\dagger Kx}=\overline{w\,y^\dagger Nx}=w\,x^\dagger Ny .$$

The last step uses the reality of $w$, stored as `hw`. Subtracting gives $(w-v)\,x^\dagger Ny=0$, hence $x^\dagger Ny=0$, and then $x^\dagger Ky=v\cdot0=0$. Lean argues by contradiction: if $x^\dagger Ny$ were nonzero, cancelling it would force $w=v$.

Different modes at the same frequency are not covered. In symmetry-adapted perturbation theory, dispersion energies can be built from monomer excitation energies and transition densities; for a finite matrix model with a positive definite Hessian and a Hermitian metric, the two theorems make the excitation energies real and the modes at different excitation energies orthogonal in the metric.

## Independence and normalisation

```lean
/-- For positive definite `K` and Hermitian `N`, modes with pairwise distinct frequencies are
linearly independent. -/
theorem modes_linearIndependent {K N : Matrix n n ℂ} (hK : K.PosDef)
    (hN : N.IsHermitian) {ι : Type*} {w : ι → ℂ} {z : ι → n → ℂ}
    (h : ∀ i, IsMode K N (w i) (z i)) (hw : Function.Injective w) :
    LinearIndependent ℂ z := by
  rw [linearIndependent_iff']
  intro s g hg i hi
  -- project the vanishing combination on mode `i` with the metric `N`
  have e : ∑ j ∈ s, g j * form N (z i) (z j) = 0 := by
    have h0 : form N (z i) (∑ j ∈ s, g j • z j) = 0 := by
      rw [hg]
      simp [form]
    simpa only [form, Matrix.dotProduct_mulVec, dotProduct_sum, dotProduct_smul,
      smul_eq_mul] using h0
  rw [Finset.sum_eq_single_of_mem i hi (fun j _ hj => by
    rw [(modes_orthogonal hK hN (h i) (h j) (fun hij => hj (hw hij).symm)).1,
      mul_zero])] at e
  have hpos := (frequency_real_and_signed hK hN (h i)).2.2
  exact (mul_eq_zero.mp e).resolve_right (right_ne_zero_of_mul hpos.ne')
```

A family of modes $z_i$ with frequencies $w_i$ is given, and `Function.Injective w` says that different labels have different frequencies. Suppose $\sum_{j\in s}g_jz_j=0$ for a finite set $s$ of labels. For each $i\in s$, projecting with $z_i^\dagger N$ leaves one term:

$$0=\sum_{j\in s}g_j\,z_i^\dagger Nz_j=g_i\,z_i^\dagger Nz_i .$$

The remaining norm is nonzero, so $g_i=0$. In the code `e` is the projected sum, and `Finset.sum_eq_single_of_mem` removes the terms that vanish by orthogonality.

```lean
/-- For positive definite `K` and Hermitian `N`, a mode with positive frequency can be rescaled by a
positive number to unit `N`-norm. -/
theorem exists_normalization {K N : Matrix n n ℂ} (hK : K.PosDef)
    (hN : N.IsHermitian) {w : ℂ} {z : n → ℂ} (h : IsMode K N w z) (hw : 0 < w.re) :
    ∃ c : ℝ, 0 < c ∧ form N ((c : ℂ) • z) ((c : ℂ) • z) = 1 := by
  obtain ⟨him, -, hpos⟩ := frequency_real_and_signed hK hN h
  have hn : ((form N z z).re : ℂ) = form N z z :=
    Complex.conj_eq_iff_re.mp (form_conj hN z z)
  have hre := (Complex.lt_def.mp hpos).1
  rw [Complex.mul_re, him, zero_mul, sub_zero, Complex.zero_re] at hre
  have hr : 0 < (form N z z).re := (mul_pos_iff_of_pos_left hw).mp hre
  obtain ⟨s, hs0, hs⟩ : ∃ s : ℝ, 0 < s ∧ s * s = (form N z z).re :=
    ⟨√(form N z z).re, Real.sqrt_pos.2 hr, Real.mul_self_sqrt hr.le⟩
  have hs' : (s : ℂ) ≠ 0 := by exact_mod_cast hs0.ne'
  have key : form N (((s⁻¹ : ℝ) : ℂ) • z) (((s⁻¹ : ℝ) : ℂ) • z)
      = ((s⁻¹ : ℝ) : ℂ) * (((s⁻¹ : ℝ) : ℂ) * form N z z) := by
    simp only [form, star_smul, Matrix.mulVec_smul, smul_dotProduct, dotProduct_smul,
      smul_eq_mul, Complex.star_def, Complex.conj_ofReal]
  refine ⟨s⁻¹, inv_pos.2 hs0, ?_⟩
  rw [key, ← hn, ← hs]
  push_cast
  field_simp
```

If $w>0$, then $w\nu>0$ forces $\nu>0$. With $c=1/\sqrt\nu$,

$$(cz)^\dagger N(cz)=c^2\nu=1 .$$

The hypothesis `0 < w.re` concerns only the real part of `w`; the imaginary part vanishes by `frequency_real_and_signed`. The proof calls the square root `s`, takes `s⁻¹` as the scale factor, and proves in `key` that both factors come out of the form.

## The block equations of extended RPA

```lean
/-- The extended-RPA Hessian with blocks `A, B` and their complex conjugates. -/
def pairedHessian (A B : Matrix n n ℂ) : Matrix (n ⊕ n) (n ⊕ n) ℂ :=
  fromBlocks A B (B.map star) (A.map star)
```

For an excitation part $X$ and a de-excitation part $Y$, the vector has twice as many components, labelled by `n ⊕ n`. The Hessian is

$$\begin{pmatrix}A&B\\ \overline B&\overline A\end{pmatrix}.$$

Here `.map star` conjugates each entry without transposing.

```lean
/-- The extended-RPA metric with blocks `S, D` and their negated complex conjugates. -/
def pairedMetric (S D : Matrix n n ℂ) : Matrix (n ⊕ n) (n ⊕ n) ℂ :=
  fromBlocks S D (-(D.map star)) (-(S.map star))
```

The metric is

$$\begin{pmatrix}S&D\\ -\overline D&-\overline S\end{pmatrix}.$$

Setting $S=1$ and $D=0$ recovers the usual RPA metric. The definitions put no symmetry conditions on the blocks. To apply the earlier theorems, one must know that the full Hessian is positive definite and the full metric Hermitian.

```lean
/-- The extended-RPA equation written out for its excitation part `X` and its
de-excitation part `Y`. -/
theorem paired_equation_iff (A B S D : Matrix n n ℂ) (w : ℂ) (X Y : n → ℂ) :
    pairedHessian A B *ᵥ Sum.elim X Y = w • (pairedMetric S D *ᵥ Sum.elim X Y) ↔
      (∀ i, (A *ᵥ X) i + (B *ᵥ Y) i = w * ((S *ᵥ X) i + (D *ᵥ Y) i)) ∧
      (∀ i, (B.map star *ᵥ X) i + (A.map star *ᵥ Y) i
        = w * (-(D.map star *ᵥ X) i + -(S.map star *ᵥ Y) i)) := by
  simp [pairedHessian, pairedMetric, Matrix.fromBlocks_mulVec, funext_iff,
    Matrix.neg_mulVec]
```

`Sum.elim X Y` stacks the two parts into one vector. The theorem says that the matrix equation is equivalent to the pair

$$AX+BY=w(SX+DY),\qquad
\overline BX+\overline AY=-w(\overline DX+\overline SY).$$

The proof is block multiplication, done by the simplifier `simp`.

```lean
/-- Every extended-RPA mode `(X, Y)` at `w` has a partner `(Y*, X*)` at `-w*`. -/
theorem paired_mode {A B S D : Matrix n n ℂ} {w : ℂ} {X Y : n → ℂ}
    (h : IsMode (pairedHessian A B) (pairedMetric S D) w (Sum.elim X Y)) :
    IsMode (pairedHessian A B) (pairedMetric S D) (-star w)
      (Sum.elim (star Y) (star X)) := by
  obtain ⟨hz, h⟩ := h
  obtain ⟨h1, h2⟩ := (paired_equation_iff A B S D w X Y).mp h
  have c1 : ∀ (M : Matrix n n ℂ) (v : n → ℂ) (i : n),
      star ((M *ᵥ v) i) = (M.map star *ᵥ star v) i := by
    intro M v i
    simp [Matrix.mulVec, dotProduct]
  have c2 : ∀ (M : Matrix n n ℂ) (v : n → ℂ) (i : n),
      star ((M.map star *ᵥ v) i) = (M *ᵥ star v) i := by
    intro M v i
    simp [Matrix.mulVec, dotProduct]
  refine ⟨fun h0 => hz ?_, (paired_equation_iff A B S D _ _ _).mpr ⟨fun i => ?_, fun i => ?_⟩⟩
  · funext i
    rcases i with i | i
    · simpa using congrFun h0 (Sum.inr i)
    · simpa using congrFun h0 (Sum.inl i)
  -- conjugation exchanges the two block equations
  · have e := congrArg star (h2 i)
    simp only [star_add, star_mul', star_neg, c2] at e
    linear_combination e
  · have e := congrArg star (h1 i)
    simp only [star_add, star_mul', c1] at e
    linear_combination e
```

Conjugating the second equation gives

$$A\overline Y+B\overline X=-\overline w\,(S\overline Y+D\overline X),$$

which is the first equation for $(\overline Y,\overline X)$ at $-\overline w$. Conjugating the first gives

$$\overline B\,\overline Y+\overline A\,\overline X=\overline w\,(\overline D\,\overline Y+\overline S\,\overline X),$$

which is the second equation for the same vector and frequency. The new vector is nonzero because the old one was.

In the proof, `c1` and `c2` conjugate a matrix-vector product, and `linear_combination` does the final rearrangement. This pairing comes from the block structure alone and needs no positivity. When $w$ is real, the partner sits at $-w$.

## A stable and an unstable two-dimensional problem

```lean
/-- The matrix `K = (5 4; 4 5)` is positive definite, `N = diag(1, -1)` is Hermitian, and
`(2, -1)` is a mode with frequency `3`. -/
theorem frequency_real_and_signed_witness :
    (!![5, 4; 4, 5] : Matrix (Fin 2) (Fin 2) ℂ).PosDef ∧
    (!![1, 0; 0, -1] : Matrix (Fin 2) (Fin 2) ℂ).IsHermitian ∧
    IsMode !![5, 4; 4, 5] !![1, 0; 0, -1] 3 ![2, -1] := by
  refine ⟨?_, ?_, fun h => ?_, ?_⟩
  · -- the identity plus a positive semidefinite matrix
    have h2 : (starRingEnd ℂ) 2 = 2 := Complex.conj_eq_iff_im.mpr (by simp)
    have e : (!![5, 4; 4, 5] : Matrix (Fin 2) (Fin 2) ℂ)
        = 1 + (!![2, 2; 0, 0] : Matrix (Fin 2) (Fin 2) ℂ)ᴴ * !![2, 2; 0, 0] := by
      ext i j
      fin_cases i <;> fin_cases j <;>
        norm_num [Matrix.mul_apply, Fin.sum_univ_succ, Matrix.conjTranspose_apply, h2]
    rw [e]
    exact Matrix.PosDef.one.add_posSemidef (Matrix.posSemidef_conjTranspose_mul_self _)
  · ext i j
    fin_cases i <;> fin_cases j <;> simp [Matrix.conjTranspose_apply]
  · simpa using congrFun h 0
  · ext i
    fin_cases i <;> norm_num [Matrix.mulVec, dotProduct, Fin.sum_univ_succ]
```

This is a single excitation with $A=5$, $B=4$, $S=1$ and $D=0$. Positivity follows from

$$\begin{pmatrix}5&4\\4&5\end{pmatrix}=1+C^\dagger C,\qquad C=\begin{pmatrix}2&2\\0&0\end{pmatrix}.$$

For $z=(2,-1)$ one finds $Kz=(6,3)=3\,(2,1)=3Nz$. The $N$-norm is $4-1=3$, so the normalised mode is $(2,-1)/\sqrt3$. The tactic `fin_cases` splits the matrix and vector equations into their entries, which are then checked by arithmetic.

```lean
/-- With the Hermitian matrix `K = (0 1; 1 0)` and `N = diag(1, -1)`, the vector `(1, i)` is a mode
with the imaginary frequency `i`. -/
theorem indefinite_imaginary_frequency :
    (!![0, 1; 1, 0] : Matrix (Fin 2) (Fin 2) ℂ).IsHermitian ∧
    IsMode !![0, 1; 1, 0] !![1, 0; 0, -1] Complex.I ![1, Complex.I] := by
  refine ⟨?_, fun h => ?_, ?_⟩
  · ext i j
    fin_cases i <;> fin_cases j <;> simp [Matrix.conjTranspose_apply]
  · simpa using congrFun h 0
  · ext i
    fin_cases i <;> simp [Matrix.mulVec, dotProduct, Fin.sum_univ_succ]

end ExtendedRPA
```

Here $K$ is Hermitian with eigenvalues $\pm1$. For $z=(1,i)$, $Kz=(i,1)$ and $Nz=(1,-i)$, so $Kz=i\,Nz$ and the frequency is imaginary. Hermiticity of $K$ is therefore not enough for real frequencies. The $N$-norm is $1-1=0$, so no rescaling brings this mode to unit norm. In RPA an imaginary frequency signals an unstable reference state.

## The same problem as an ordinary eigenvalue equation

Positive definiteness also allows a different model. With $u=K^{1/2}z$, the equation becomes

$$K^{-1/2}NK^{-1/2}\,u=\frac1w\,u ,$$

an eigenvalue problem for a Hermitian matrix. Reality of $w$ would then come from the spectral theorem, which would also supply a complete basis, with the null vectors of $N$ appearing at eigenvalue zero. That completeness goes beyond the theorems above. The change would bring matrix square roots into the statement, whereas the form used here keeps $K$, $N$ and $z$ as they appear in the response equation.

```lean
#print axioms ExtendedRPA.modes_orthogonal
-- 'ExtendedRPA.modes_orthogonal' depends on axioms: [propext, Classical.choice, Quot.sound]
#print axioms ExtendedRPA.modes_linearIndependent
-- 'ExtendedRPA.modes_linearIndependent' depends on axioms: [propext, Classical.choice, Quot.sound]
#print axioms ExtendedRPA.paired_mode
-- 'ExtendedRPA.paired_mode' depends on axioms: [propext, Classical.choice, Quot.sound]
#print axioms ExtendedRPA.indefinite_imaginary_frequency
-- 'ExtendedRPA.indefinite_imaginary_frequency' depends on axioms: [propext, Classical.choice, Quot.sound]
```
